# Mean pressure and pressure–volume average at constant applied pressure, when boundary terms vanish

A: Hold a sample at applied pressure \(P\) and inverse temperature \(\beta=1/k_BT\), and let its volume \(V\) fluctuate. With \(Z(V)\) the partition function at fixed volume and \(p(V)=\beta^{-1}\,d\ln Z/dV\) the corresponding pressure,
\[
\langle p\rangle=P,\qquad \langle Vp\rangle=P\langle V\rangle-\frac1\beta .
\]
The averages use the weight \(w=Ze^{-\beta PV}\) on \(V>0\). The first identity needs \(w\) to vanish at both ends of the volume range, the second needs \(Vw\) to do so, and the integrals involved must converge.

Q: The first identity looks like mechanical balance. Why does the second have an extra \(k_BT\)?

A: Both come from one integration by parts. Differentiating the weight gives
\[
w'=\left(\frac{Z'}{Z}-\beta P\right)w=\beta(p-P)w .
\]
For a differentiable function \(g(V)\), therefore,
\[
(gw)'=g'w+\beta g(p-P)w .
\]
If \(gw\) vanishes at both ends, the left side integrates to zero, and
\[
\int_0^\infty g\,p\,w\,dV=P\int_0^\infty g\,w\,dV-\frac1\beta\int_0^\infty g'w\,dV .
\]
Now divide by \(\int w\,dV>0\). Taking \(g=1\) gives \(\langle p\rangle=P\). Taking \(g=V\) gives \(g'=1\), which is the source of the extra \(-1/\beta\).

Q: Which of these objects does the Lean code contain?

A: It has real numbers `β` and `P` and a function `Z : ℝ → ℝ`, of which only the values at positive volume matter. The first definition is the unnormalised weight.

```lean
import Mathlib

open MeasureTheory Set Filter Topology

namespace ConstantPressureEnsemble

noncomputable section

variable {β P : ℝ} {Z : ℝ → ℝ}

/-- The constant-pressure weight `Z(V) exp(-β P V)` of the volume `V`. -/
def weight (β P : ℝ) (Z : ℝ → ℝ) (V : ℝ) : ℝ := Z V * Real.exp (-(β * P * V))
```

The pressure is the logarithmic derivative of \(Z\), divided by \(\beta\).

```lean
/-- The pressure at fixed volume, `p = (1/β) d(ln Z)/dV`, for `β ≠ 0` and where `Z` is
positive and differentiable. -/
def pressure (β : ℝ) (Z : ℝ → ℝ) (V : ℝ) : ℝ :=
  deriv (fun v => Real.log (Z v)) V / β
```

An average is a ratio of two integrals over `Ioi 0`, the half-line \(V>0\). This fixes the flat volume measure \(dV\); a different measure would change the weight.

```lean
/-- The constant-pressure average of an observable `f` of the volume, for a weight with finite
nonzero integral over `V > 0`, when `f` times the weight is integrable there. -/
def average (β P : ℝ) (Z f : ℝ → ℝ) : ℝ :=
  (∫ V in Ioi (0 : ℝ), f V * weight β P Z V) / ∫ V in Ioi (0 : ℝ), weight β P Z V
```

Q: My simulation reports a virial pressure that depends on the particle positions. Your `pressure` depends on the volume alone.

A: That is the step you have to supply: at each fixed volume, the canonical average of your virial estimator must equal \(p(V)\). Given that, the two identities carry over to the sampled pressure, because both are linear in it. For a crystal there is a further restriction: the only strain variable here is the total volume, so shear and anisotropic stress are absent. Within this one-variable model, comparing the sampled \(\langle p\rangle\) with \(P\) is a consistency check on a constant-pressure simulation.

Q: Then show me the derivative of the weight.

A: The proof differentiates \(\ln Z\) to get \(\beta pZ=Z'\), applies the product rule to \(Ze^{-\beta PV}\), and combines the two. It assumes that \(Z\) is positive and differentiable at the volume in question, and that \(\beta\neq0\). Continuity of \(Z'\) is not required.

```lean
/-- Where `Z` is positive and differentiable and `β ≠ 0`, the weight changes with volume
at the rate `β (p - P)` times itself. -/
theorem hasDerivAt_weight {V : ℝ} (hβ : β ≠ 0) (hZ : 0 < Z V)
    (hd : DifferentiableAt ℝ Z V) :
    HasDerivAt (weight β P Z) (β * (pressure β Z V - P) * weight β P Z V) V := by
  have hZ' : Z V ≠ 0 := hZ.ne'
  have hp : β * pressure β Z V * Z V = deriv Z V := by
    unfold pressure
    rw [(hd.hasDerivAt.log hZ').deriv]
    field_simp
  have h1 : HasDerivAt (fun v : ℝ => -(β * P * v)) (-(β * P)) V :=
    ((hasDerivAt_id' V).const_mul (β * P)).fun_neg.congr_deriv (by ring)
  refine (hd.hasDerivAt.fun_mul h1.exp).congr_deriv ?_
  unfold weight
  linear_combination (-Real.exp (-(β * P * V))) * hp
```

Q: And the vanishing boundary term? \(Z\) may have no sensible value at \(V=0\).

A: Only the limit from above enters, written `𝓝[>] 0`; the limit of large volume is `atTop`. The fundamental theorem on a half-line wants a primitive that is continuous at the endpoint, so the proof uses `Function.update F 0 0`, which sets the value at zero volume to the limiting value 0. Nothing changes at positive volume, and the integral is \(0-0\).

```lean
/-- An integrable derivative integrates to zero over all volumes `V > 0` if its primitive
vanishes at both ends. -/
theorem integral_total_derivative {F F' : ℝ → ℝ}
    (hF : ∀ V > 0, HasDerivAt F (F' V) V) (hint : IntegrableOn F' (Ioi 0))
    (h0 : Tendsto F (𝓝[>] 0) (𝓝 0)) (hinf : Tendsto F atTop (𝓝 0)) :
    ∫ V in Ioi (0 : ℝ), F' V = 0 := by
  -- give the primitive its limiting value at zero volume
  have hset : Ici (0 : ℝ) \ {0} = Ioi 0 := by
    ext x
    constructor
    · rintro ⟨h1, h2⟩
      exact mem_Ioi.mpr (lt_of_le_of_ne (mem_Ici.mp h1) (fun h => h2 h.symm))
    · intro h
      exact ⟨(mem_Ioi.mp h).le, (mem_Ioi.mp h).ne'⟩
  have hc : ContinuousWithinAt (Function.update F 0 0) (Ici 0) 0 := by
    rw [continuousWithinAt_update_same, hset]
    exact h0
  have hd : ∀ V ∈ Ioi (0 : ℝ), HasDerivAt (Function.update F 0 0) (F' V) V := by
    intro V hV
    refine (hF V hV).congr_of_eventuallyEq ?_
    filter_upwards [Ioi_mem_nhds (mem_Ioi.mp hV)] with x hx
    exact Function.update_of_ne (mem_Ioi.mp hx).ne' _ _
  have hi : Tendsto (Function.update F 0 0) atTop (𝓝 0) := by
    refine hinf.congr' ?_
    filter_upwards [eventually_gt_atTop (0 : ℝ)] with x hx
    exact (Function.update_of_ne hx.ne' _ _).symm
  rw [integral_Ioi_of_hasDerivAt_of_tendsto hc hd hint hi]
  simp
```

Q: You also divided by the normalisation.

A: It is strictly positive, since an integrable function that is positive on the whole half-line has a positive integral.

```lean
/-- For positive `Z` and integrable weight, the normalisation integral is positive. -/
theorem integral_weight_pos (hZ : ∀ V > 0, 0 < Z V)
    (hw : IntegrableOn (weight β P Z) (Ioi 0)) :
    0 < ∫ V in Ioi (0 : ℝ), weight β P Z V := by
  have hpos : ∀ V ∈ Ioi (0 : ℝ), 0 < weight β P Z V :=
    fun V hV => mul_pos (hZ V hV) (Real.exp_pos _)
  have hsub : Ioi (0 : ℝ) ⊆ Function.support (weight β P Z) :=
    fun V hV => (hpos V hV).ne'
  rw [setIntegral_pos_iff_support_of_nonneg_ae ?_ hw]
  · rw [inter_eq_right.mpr hsub]
    simp
  · exact (ae_restrict_mem measurableSet_Ioi).mono fun V hV => (hpos V hV).le
```

The identity for general \(g\) follows. Its proof applies the boundary lemma to \(gw\), splits the integral by linearity, and solves for \(\int gpw\,dV\). The three integrability hypotheses are used in both of the first two steps.

```lean
/-- For `β ≠ 0`, positive differentiable `Z` and a differentiable observable `g`, one has
`∫ g p w = P ∫ g w - (1/β) ∫ g' w`, if the three integrands are integrable and `g w`
vanishes at both ends. -/
theorem integral_mul_pressure {g g' : ℝ → ℝ} (hβ : β ≠ 0) (hZ : ∀ V > 0, 0 < Z V)
    (hd : ∀ V > 0, DifferentiableAt ℝ Z V) (hg : ∀ V > 0, HasDerivAt g (g' V) V)
    (hi' : IntegrableOn (fun V => g' V * weight β P Z V) (Ioi 0))
    (hi : IntegrableOn (fun V => g V * weight β P Z V) (Ioi 0))
    (hip : IntegrableOn (fun V => g V * pressure β Z V * weight β P Z V) (Ioi 0))
    (h0 : Tendsto (fun V => g V * weight β P Z V) (𝓝[>] 0) (𝓝 0))
    (hinf : Tendsto (fun V => g V * weight β P Z V) atTop (𝓝 0)) :
    ∫ V in Ioi (0 : ℝ), g V * pressure β Z V * weight β P Z V =
      P * (∫ V in Ioi (0 : ℝ), g V * weight β P Z V)
        - (∫ V in Ioi (0 : ℝ), g' V * weight β P Z V) / β := by
  have hs : IntegrableOn (fun V => β * (g V * pressure β Z V * weight β P Z V
      - P * (g V * weight β P Z V))) (Ioi 0) :=
    Integrable.const_mul (Integrable.sub hip (Integrable.const_mul hi P)) β
  -- the derivative of `g w` integrates to zero
  have h := integral_total_derivative (F := fun V => g V * weight β P Z V)
    (F' := fun V => g' V * weight β P Z V + β * (g V * pressure β Z V * weight β P Z V
      - P * (g V * weight β P Z V)))
    (fun V hV => ((hg V hV).fun_mul
      (hasDerivAt_weight hβ (hZ V hV) (hd V hV))).congr_deriv (by ring))
    (Integrable.add hi' hs) h0 hinf
  rw [integral_add hi' hs, integral_const_mul,
    integral_sub hip (Integrable.const_mul hi P), integral_const_mul] at h
  rw [eq_sub_iff_add_eq, ← eq_sub_iff_add_eq', div_eq_iff hβ]
  linear_combination h
```

Q: So the mean pressure is the case \(g=1\)?

A: Yes. The term with \(g'\) disappears, and the normalisation cancels. The hypotheses are that \(w\) and \(pw\) are integrable and that \(w\) vanishes at both ends.

```lean
/-- The mean pressure equals the applied pressure, `⟨p⟩ = P`, for `β ≠ 0` and positive
differentiable `Z`, if `w` and `p w` are integrable and `w` vanishes at both ends. -/
theorem average_pressure (hβ : β ≠ 0) (hZ : ∀ V > 0, 0 < Z V)
    (hd : ∀ V > 0, DifferentiableAt ℝ Z V) (hw : IntegrableOn (weight β P Z) (Ioi 0))
    (hp : IntegrableOn (fun V => pressure β Z V * weight β P Z V) (Ioi 0))
    (h0 : Tendsto (weight β P Z) (𝓝[>] 0) (𝓝 0))
    (hinf : Tendsto (weight β P Z) atTop (𝓝 0)) :
    average β P Z (pressure β Z) = P := by
  have h := integral_mul_pressure (P := P) (g := fun _ => 1) (g' := fun _ => 0) hβ hZ hd
    (fun V _ => hasDerivAt_const V 1) (by simp) (by simpa only [one_mul] using hw)
    (by simpa only [one_mul] using hp) (by simpa only [one_mul] using h0)
    (by simpa only [one_mul] using hinf)
  simp only [one_mul, zero_mul, integral_zero, zero_div, sub_zero] at h
  unfold average
  rw [h]
  exact mul_div_cancel_right₀ P (integral_weight_pos hZ hw).ne'
```

For \(g=V\), the last integral is the normalisation itself, so division leaves exactly \(1/\beta\). Here \(Vw\) must vanish at both ends, while \(w\) may stay finite as \(V\to0\).

```lean
/-- The pressure-volume average is `⟨V p⟩ = P ⟨V⟩ - 1/β`, for `β ≠ 0` and positive
differentiable `Z`, if `w`, `V w`, `V p w` are integrable and `V w` vanishes at both ends. -/
theorem average_volume_mul_pressure (hβ : β ≠ 0) (hZ : ∀ V > 0, 0 < Z V)
    (hd : ∀ V > 0, DifferentiableAt ℝ Z V) (hw : IntegrableOn (weight β P Z) (Ioi 0))
    (hV : IntegrableOn (fun V => V * weight β P Z V) (Ioi 0))
    (hVp : IntegrableOn (fun V => V * pressure β Z V * weight β P Z V) (Ioi 0))
    (h0 : Tendsto (fun V => V * weight β P Z V) (𝓝[>] 0) (𝓝 0))
    (hinf : Tendsto (fun V => V * weight β P Z V) atTop (𝓝 0)) :
    average β P Z (fun V => V * pressure β Z V) =
      P * average β P Z (fun V => V) - 1 / β := by
  have h := integral_mul_pressure (P := P) (g := fun V => V) (g' := fun _ => 1) hβ hZ hd
    (fun V _ => hasDerivAt_id' V) (by simpa only [one_mul] using hw) hV hVp h0 hinf
  simp only [one_mul] at h
  unfold average
  rw [h, sub_div, mul_div_assoc, div_right_comm, div_self (integral_weight_pos hZ hw).ne']
```

Q: Can I get pressure fluctuations in the same way?

A: Take \(g=p\), assuming that \(p\) is differentiable and that \(pw\) vanishes at both ends as well. Then
\[
\langle p^2\rangle=P\langle p\rangle-\frac{\langle p'\rangle}{\beta},
\]
and inserting \(P=\langle p\rangle\) gives
\[
\langle p^2\rangle-\langle p\rangle^2=-\frac{\langle p'\rangle}{\beta}.
\]
The proof has these two steps: `key` is the first formula, and `average_pressure` supplies the substitution.

```lean
/-- The pressure fluctuation is `⟨p²⟩ - ⟨p⟩² = -⟨dp/dV⟩/β`, for `β ≠ 0`, positive
differentiable `Z` and differentiable `p`, if `w`, `p w`, `p² w`, `p' w` are integrable and
`w`, `p w` vanish at both ends. -/
theorem pressure_variance (hβ : β ≠ 0) (hZ : ∀ V > 0, 0 < Z V)
    (hd : ∀ V > 0, DifferentiableAt ℝ Z V)
    (hdp : ∀ V > 0, DifferentiableAt ℝ (pressure β Z) V)
    (hw : IntegrableOn (weight β P Z) (Ioi 0))
    (hp : IntegrableOn (fun V => pressure β Z V * weight β P Z V) (Ioi 0))
    (hpp : IntegrableOn (fun V => pressure β Z V ^ 2 * weight β P Z V) (Ioi 0))
    (hp' : IntegrableOn (fun V => deriv (pressure β Z) V * weight β P Z V) (Ioi 0))
    (h0 : Tendsto (weight β P Z) (𝓝[>] 0) (𝓝 0))
    (hinf : Tendsto (weight β P Z) atTop (𝓝 0))
    (hp0 : Tendsto (fun V => pressure β Z V * weight β P Z V) (𝓝[>] 0) (𝓝 0))
    (hpinf : Tendsto (fun V => pressure β Z V * weight β P Z V) atTop (𝓝 0)) :
    average β P Z (fun V => pressure β Z V ^ 2) - average β P Z (pressure β Z) ^ 2 =
      -average β P Z (deriv (pressure β Z)) / β := by
  have h := integral_mul_pressure hβ hZ hd (fun V hV => (hdp V hV).hasDerivAt) hp' hp
    (by simpa only [sq] using hpp) hp0 hpinf
  simp only [← sq] at h
  have key : average β P Z (fun V => pressure β Z V ^ 2) =
      P * average β P Z (pressure β Z) - average β P Z (deriv (pressure β Z)) / β := by
    unfold average
    rw [h, sub_div, mul_div_assoc, div_right_comm]
  rw [key, average_pressure hβ hZ hd hw hp h0 hinf]
  ring
```

Be careful with your virial data here. This is the variance of the fixed-volume mean \(p(V)\) as the volume fluctuates. The variance of the virial estimator also contains its scatter at fixed volume.

Q: Does any actual system satisfy all these conditions?

A: The classical ideal gas of \(N\) particles at positive applied pressure does for the pressure–volume identity. Its partition function is \(Z=V^N\), up to a constant factor that cancels in averages. The weight is then a power times a decaying exponential, and the next lemma gives its integrability and its decay at large volume.

```lean
/-- For `b > 0`, the function `V^n exp(-b V)` is integrable over `V > 0` and vanishes at
large volume. -/
theorem pow_mul_exp_decay {b : ℝ} (hb : 0 < b) (n : ℕ) :
    IntegrableOn (fun V : ℝ => V ^ n * Real.exp (-(b * V))) (Ioi 0) ∧
      Tendsto (fun V : ℝ => V ^ n * Real.exp (-(b * V))) atTop (𝓝 0) := by
  constructor
  · have hn : (-1 : ℝ) < n := by
      have : (0 : ℝ) ≤ n := n.cast_nonneg
      linarith
    have h := integrableOn_rpow_mul_exp_neg_mul_rpow (p := 1) hn (by norm_num) hb
    simpa only [Real.rpow_natCast, Real.rpow_one, neg_mul] using h
  · have h := ((Real.tendsto_pow_mul_exp_neg_atTop_nhds_zero n).comp
      (tendsto_id.const_mul_atTop hb)).const_mul ((b ^ n)⁻¹)
    rw [mul_zero] at h
    refine h.congr fun V => ?_
    simp only [Function.comp_apply, id]
    rw [mul_pow, mul_assoc (b ^ n), inv_mul_cancel_left₀ (pow_pos hb n).ne']
```

At fixed volume \(p=N/(\beta V)\), so \(Vp=N/\beta\) is constant. The pressure–volume identity becomes
\[
\frac N\beta=P\langle V\rangle-\frac1\beta,
\qquad\text{so}\qquad
\langle V\rangle=\frac{N+1}{\beta P}.
\]
The Lean proof follows this route: `hgas` is the gas law at fixed volume, `hl` is its average, and the remaining lines check the hypotheses and solve for the mean volume. The result includes \(N=0\), where \(Vw\) still vanishes at zero volume although \(w\) does not.

```lean
/-- For the ideal gas, `Z = V^N`, at positive `β` and `P` the mean volume is
`(N + 1)/(β P)`. -/
theorem average_volume_idealGas (hβ : 0 < β) (hP : 0 < P) (N : ℕ) :
    average β P (fun V => V ^ N) (fun V => V) = (N + 1) / (β * P) := by
  have hb : 0 < β * P := mul_pos hβ hP
  have hZ : ∀ V > (0 : ℝ), 0 < V ^ N := fun V hV => pow_pos hV N
  have hw : IntegrableOn (weight β P (fun V => V ^ N)) (Ioi 0) := (pow_mul_exp_decay hb N).1
  -- the ideal gas law at fixed volume
  have hgas : ∀ V > (0 : ℝ), V * pressure β (fun v => v ^ N) V = N / β := by
    intro V hV
    have hV' : V ≠ 0 := ne_of_gt hV
    have hlog : deriv (fun v : ℝ => Real.log (v ^ N)) V = N * V⁻¹ := by
      simp only [Real.log_pow]
      exact ((Real.hasDerivAt_log hV').const_mul (N : ℝ)).deriv
    simp only [pressure, hlog]
    field_simp
  have hEq : EqOn (fun V => N / β * weight β P (fun v => v ^ N) V)
      (fun V => V * pressure β (fun v => v ^ N) V * weight β P (fun v => v ^ N) V)
      (Ioi 0) := by
    intro V hV
    simp only [hgas V hV]
  have hfun : (fun V : ℝ => V ^ (N + 1) * Real.exp (-(β * P * V))) =
      fun V => V * weight β P (fun v => v ^ N) V := by
    funext V
    simp only [weight]
    ring
  have hdecay := pow_mul_exp_decay hb (N + 1)
  have h0 : Tendsto (fun V : ℝ => V ^ (N + 1) * Real.exp (-(β * P * V)))
      (𝓝[>] 0) (𝓝 0) :=
    (Continuous.tendsto' (by fun_prop) 0 0 (by simp)).mono_left nhdsWithin_le_nhds
  rw [hfun] at hdecay h0
  have h := average_volume_mul_pressure hβ.ne' hZ
    (fun V _ => differentiableAt_pow N) hw hdecay.1
    (IntegrableOn.congr_fun (Integrable.const_mul hw (N / β)) hEq measurableSet_Ioi)
    h0 hdecay.2
  have hl : average β P (fun V => V ^ N)
      (fun V => V * pressure β (fun v => v ^ N) V) = N / β := by
    unfold average
    rw [← setIntegral_congr_fun measurableSet_Ioi hEq, integral_const_mul,
      mul_div_cancel_right₀ _ (integral_weight_pos hZ hw).ne']
  rw [hl] at h
  have h2 : (N : ℝ) + 1 = β * (P * average β P (fun V => V ^ N) (fun V => V)) := by
    calc (N : ℝ) + 1 = β * (N / β + 1 / β) := by field_simp
      _ = _ := by rw [h]; ring
  rw [eq_div_iff hb.ne']
  linear_combination -h2
```

Q: At \(N=0\) there is nothing to push on the walls. Surely the mean pressure isn't \(P\) then?

A: It is zero. With \(Z=1\) we have \(p=0\) at every volume, and \(w=e^{-\beta PV}\) is integrable but tends to 1 as \(V\to0\). The boundary term no longer vanishes, and \(\langle p\rangle=0\) for every positive \(P\). So a finite limit of the weight at zero volume is not enough for \(\langle p\rangle=P\).

The last theorem states these three facts. The integrability comes from the decay lemma with exponent 0, the limit from continuity of the exponential, and the zero average from the vanishing derivative of a constant.

```lean
/-- For `Z = 1` at positive `β` and `P` the weight is integrable but tends to 1 at zero
volume, and the mean pressure is 0. -/
theorem average_pressure_boundary_failure (hβ : 0 < β) (hP : 0 < P) :
    IntegrableOn (weight β P (fun _ => 1)) (Ioi 0) ∧
      Tendsto (weight β P (fun _ => 1)) (𝓝[>] 0) (𝓝 1) ∧
      average β P (fun _ => 1) (pressure β (fun _ => 1)) = 0 := by
  refine ⟨?_, ?_, by simp [average, pressure]⟩
  · exact (pow_mul_exp_decay (mul_pos hβ hP) 0).1.congr_fun
      (fun V _ => by simp [weight]) measurableSet_Ioi
  · have hc : Continuous (weight β P (fun _ => 1)) := by
      unfold weight
      fun_prop
    exact (hc.tendsto' 0 1 (by simp [weight])).mono_left nhdsWithin_le_nhds

end

end ConstantPressureEnsemble
```

```lean
#print axioms ConstantPressureEnsemble.average_volume_mul_pressure
#print axioms ConstantPressureEnsemble.pressure_variance
#print axioms ConstantPressureEnsemble.average_volume_idealGas
#print axioms ConstantPressureEnsemble.average_pressure_boundary_failure
```

```
'ConstantPressureEnsemble.average_volume_mul_pressure' depends on axioms: [propext, Classical.choice, Quot.sound]
'ConstantPressureEnsemble.pressure_variance' depends on axioms: [propext, Classical.choice, Quot.sound]
'ConstantPressureEnsemble.average_volume_idealGas' depends on axioms: [propext, Classical.choice, Quot.sound]
'ConstantPressureEnsemble.average_pressure_boundary_failure' depends on axioms: [propext, Classical.choice, Quot.sound]
```
